# For a positive definite overlap S, Hermitian H and K are diagonal in one S-orthonormal basis exactly when H S⁻¹ K = K S⁻¹ H

Let S be a positive definite overlap matrix and let H and K be Hermitian matrices of the same finite size. There is a square matrix C with

Cᴴ S C = 1, Cᴴ H C diagonal, Cᴴ K C diagonal

if and only if

H S⁻¹ K = K S⁻¹ H.

The superscript ᴴ denotes the conjugate transpose and has nothing to do with the matrix H. The physical question is whether two observables, such as an energy and an angular momentum, can label the same set of orthonormal orbitals when the basis functions φᵢ overlap. The matrices are then Sᵢⱼ = ⟨φᵢ|φⱼ⟩, Hᵢⱼ = ⟨φᵢ|Ĥ|φⱼ⟩ and Kᵢⱼ = ⟨φᵢ|K̂|φⱼ⟩, and the columns of C hold the orbital coefficients. The same criterion, applied to every pair, holds for any family of Hermitian matrices.

## Labelling degenerate orbitals by angular momentum

Take a linear molecule with an axially symmetric one-electron Hamiltonian H, and let K be the matrix of the angular momentum about the axis. A generalised eigensolver returns C and energies εᵢ with

H C = S C diag(εᵢ), Cᴴ S C = 1.

Within a degenerate π level the returned columns are an arbitrary mixture of the two angular momentum states. If H and K are compatible, k = Cᴴ K C commutes with diag(εᵢ), so

(εᵢ − εⱼ) kᵢⱼ = 0.

Thus k couples only orbitals of equal energy. To separate the two states, one can collect the columns of one level in a block D, diagonalise the small Hermitian matrix Dᴴ K D, and multiply D by the resulting unitary matrix. The orbitals keep their energies and acquire angular momentum labels.

The compatibility condition itself needs no explicit inverse: solve S X = K with a Cholesky factorisation and form H X. Since (H S⁻¹ K)ᴴ = K S⁻¹ H, the condition says that H X is Hermitian.

## From the inverse overlap to a common rotation

**Products after the transformation.** Suppose Cᴴ S C = 1. Since C is square, its left inverse Cᴴ S is also its right inverse, so C Cᴴ S = 1 and

C Cᴴ = S⁻¹.

For any matrices X and Y of this size,

(Cᴴ X C)(Cᴴ Y C) = Cᴴ X S⁻¹ Y C.

Subtracting the two orders of H and K gives

(Cᴴ H C)(Cᴴ K C) − (Cᴴ K C)(Cᴴ H C) = Cᴴ (H S⁻¹ K − K S⁻¹ H) C.

Because C is invertible, the left side vanishes exactly when H S⁻¹ K = K S⁻¹ H.

**A common basis implies compatibility.** If Cᴴ H C and Cᴴ K C are diagonal, they commute, and the relation follows.

**An orthonormal starting basis.** For the converse, diagonalise S with a unitary U. The diagonal entries of Uᴴ S U are uᵢᴴ S uᵢ > 0, where uᵢ is column i of U. Write them as sᵢ² with sᵢ > 0 and set C₀ = U diag(1/sᵢ). Then

C₀ᴴ S C₀ = diag(1/sᵢ) diag(sᵢ²) diag(1/sᵢ) = 1.

**The common rotation.** The matrices A = C₀ᴴ H C₀ and B = C₀ᴴ K C₀ are Hermitian, and by the first step they commute. If A v = α v, then

A (B v) = B (A v) = α B v,

so B maps each eigenspace of A into itself. Since B is Hermitian, each eigenspace has an orthonormal basis of eigenvectors of B; choose one in each. The eigenspaces of A are mutually orthogonal and span the whole space, so the vectors found form the columns of a unitary V that diagonalises both A and B. With C = C₀ V,

Cᴴ S C = Vᴴ V = 1, Cᴴ H C = Vᴴ A V, Cᴴ K C = Vᴴ B V,

and the last two are diagonal.

For a larger family, if every transformed matrix is a multiple of the identity, any orthonormal basis works. Otherwise, split the space into the eigenspaces of a member that is not, and repeat in each of these smaller spaces.

**The wrong commutator.** The mistake that suggests itself is to check H K = K H, as in an orthonormal basis. With indices 0 and 1, take

S = [[2, 1], [1, 2]], H = diag(1, 0), K = diag(0, 1).

Here H K = K H = 0, but entry (0,1) of H S⁻¹ K is −1/3, while that of K S⁻¹ H is 0. No common C exists. These orbitals have squared norm 2; after normalisation their overlap is 1/2, and the two observables become diag(1/2, 0) and diag(0, 1/2).

## The complete Lean source

```lean
import Mathlib

open Matrix
open scoped ComplexOrder

namespace CompatibleObservables

variable {n ι : Type*} [Fintype n] [DecidableEq n]

/-- Compatibility of two observables `H`, `K` in a basis with invertible overlap matrix `S`:
`H S⁻¹ K = K S⁻¹ H`. -/
def Compatible (S H K : Matrix n n ℂ) : Prop :=
  H * S⁻¹ * K = K * S⁻¹ * H

/-- For an invertible overlap matrix, `H` and `K` are compatible exactly when the matrices
`S⁻¹ H` and `S⁻¹ K` commute. -/
theorem compatible_iff_operators_commute {S : Matrix n n ℂ} (hS : IsUnit S.det)
    (H K : Matrix n n ℂ) :
    Compatible S H K ↔ (S⁻¹ * H) * (S⁻¹ * K) = (S⁻¹ * K) * (S⁻¹ * H) := by
  have e : ∀ X Y : Matrix n n ℂ, (S⁻¹ * X) * (S⁻¹ * Y) = S⁻¹ * (X * S⁻¹ * Y) := by
    intro X Y
    simp only [Matrix.mul_assoc]
  rw [e, e]
  constructor
  · intro h
    exact congrArg (fun X => S⁻¹ * X) h
  · intro h
    -- multiply by `S` from the left
    have h' := congrArg (fun X => S * X) h
    simp only [← Matrix.mul_assoc S S⁻¹, Matrix.mul_nonsing_inv S hS, Matrix.one_mul] at h'
    exact h'

omit [DecidableEq n] in
/-- Pairwise commuting symmetric operators on a finite-dimensional state space have a common
orthonormal family of eigenvectors, as many as the dimension. -/
theorem exists_common_eigenbasis (T : ι → Module.End ℂ (EuclideanSpace ℂ n))
    (hT : ∀ a, (T a).IsSymmetric) (hc : ∀ a b, T a * T b = T b * T a) :
    ∃ v : n → EuclideanSpace ℂ n, Orthonormal ℂ v ∧
      ∀ j, ∃ μ : ι → ℂ, ∀ a, T a (v j) = μ a • v j := by
  classical
  -- the space is the orthogonal sum of the joint eigenspaces
  have hint := LinearMap.IsSymmetric.directSum_isInternal_of_pairwise_commute hT
    (fun a b _ => hc a b)
  have horth := LinearMap.IsSymmetric.orthogonalFamily_iInf_eigenspaces hT
  let b := hint.collectedBasis (fun γ => (stdOrthonormalBasis ℂ
    (⨅ a, Module.End.eigenspace (T a) (γ a) : Submodule ℂ (EuclideanSpace ℂ n))).toBasis)
  have hb : Orthonormal ℂ b :=
    DirectSum.IsInternal.collectedBasis_orthonormal horth hint (fun γ => by
      rw [OrthonormalBasis.coe_toBasis]
      exact OrthonormalBasis.orthonormal _)
  let e := b.indexEquiv (EuclideanSpace.basisFun n ℂ).toBasis
  refine ⟨fun j => b (e.symm j), hb.comp e.symm e.symm.injective, fun j => ?_⟩
  refine ⟨(e.symm j).1, fun a => ?_⟩
  have hm := hint.collectedBasis_mem (fun γ => (stdOrthonormalBasis ℂ
    (⨅ a, Module.End.eigenspace (T a) (γ a) : Submodule ℂ (EuclideanSpace ℂ n))).toBasis)
    (e.symm j)
  exact Module.End.mem_eigenspace_iff.1 ((Submodule.mem_iInf _).1 hm a)

/-- Pairwise commuting Hermitian matrices are all diagonalised by one unitary matrix. -/
theorem exists_common_unitary (A : ι → Matrix n n ℂ) (hA : ∀ a, (A a).IsHermitian)
    (hc : ∀ a b, A a * A b = A b * A a) :
    ∃ U : Matrix n n ℂ, Uᴴ * U = 1 ∧ ∀ a, (Uᴴ * A a * U).IsDiag := by
  have hT : ∀ a (x : EuclideanSpace ℂ n),
      (Matrix.toEuclideanLin (A a) x).ofLp = A a *ᵥ x.ofLp := fun a x => rfl
  obtain ⟨v, hv, hev⟩ := exists_common_eigenbasis (fun a => Matrix.toEuclideanLin (A a))
    (fun a => isSymmetric_toEuclideanLin_iff.2 (hA a)) (fun a b => by
      refine LinearMap.ext fun x => WithLp.ofLp_injective 2 ?_
      change A a *ᵥ (A b *ᵥ x.ofLp) = A b *ᵥ (A a *ᵥ x.ofLp)
      rw [Matrix.mulVec_mulVec, Matrix.mulVec_mulVec, hc])
  choose μ hμ using hev
  -- the eigenvectors are the columns of `U`
  let U : Matrix n n ℂ := Matrix.of fun k j => (v j).ofLp k
  have hU : Uᴴ * U = 1 := by
    ext i j
    rw [Matrix.one_apply, ← orthonormal_iff_ite.1 hv i j, Matrix.mul_apply, PiLp.inner_apply]
    refine Finset.sum_congr rfl fun k _ => ?_
    simp [U, mul_comm]
  refine ⟨U, hU, fun a => ?_⟩
  have hAU : A a * U = U * diagonal (fun j => μ j a) := by
    ext k j
    rw [Matrix.mul_diagonal]
    have h := congrArg (fun x : EuclideanSpace ℂ n => x.ofLp k) (hμ j a)
    exact h.trans (mul_comm _ _)
  rw [Matrix.mul_assoc, hAU, ← Matrix.mul_assoc, hU, Matrix.one_mul]
  exact Matrix.isDiag_diagonal _

/-- A basis with positive definite overlap matrix `S` can be orthonormalised: some square `C`
satisfies `Cᴴ S C = 1`. -/
theorem exists_orthonormalisation {S : Matrix n n ℂ} (hS : S.PosDef) :
    ∃ C : Matrix n n ℂ, Cᴴ * S * C = 1 := by
  obtain ⟨U, hU, hd⟩ := exists_common_unitary (fun _ : Unit => S) (fun _ => hS.1)
    (fun _ _ => rfl)
  have hD : (Uᴴ * S * U).IsDiag := hd ()
  -- the diagonal entries are expectation values of `S`, hence positive
  have hpos : ∀ i, 0 < (Uᴴ * S * U) i i := by
    intro i
    have hx : (fun k => U k i) ≠ 0 := by
      intro h0
      have h1 : (Uᴴ * U) i i = 1 := by rw [hU, Matrix.one_apply_eq]
      have hk : ∀ k, U k i = 0 := fun k => congrFun h0 k
      rw [Matrix.mul_apply] at h1
      simp [hk] at h1
    have h := hS.dotProduct_mulVec_pos hx
    rw [Matrix.mul_assoc]
    exact h
  let s : n → ℝ := fun i => √((Uᴴ * S * U) i i).re
  have hs : ∀ i, s i ≠ 0 := fun i =>
    (Real.sqrt_pos.2 (Complex.lt_def.1 (hpos i)).1).ne'
  have hDs : Uᴴ * S * U = diagonal (fun i => ((s i * s i : ℝ) : ℂ)) := by
    rw [← hD.diagonal_diag]
    congr 1
    funext i
    have h := Complex.lt_def.1 (hpos i)
    have hr : s i * s i = ((Uᴴ * S * U) i i).re := Real.mul_self_sqrt h.1.le
    rw [hr]
    exact Complex.ext rfl h.2.symm
  -- rescale each column by the inverse square root
  refine ⟨U * diagonal (fun i => (((s i)⁻¹ : ℝ) : ℂ)), ?_⟩
  have hassoc : ∀ W : Matrix n n ℂ, (U * W)ᴴ * S * (U * W) = Wᴴ * (Uᴴ * S * U) * W := by
    intro W
    rw [Matrix.conjTranspose_mul]
    simp only [Matrix.mul_assoc]
  rw [hassoc, hDs, Matrix.diagonal_conjTranspose, Matrix.diagonal_mul_diagonal,
    Matrix.diagonal_mul_diagonal, ← Matrix.diagonal_one]
  congr 1
  funext i
  change star (((s i)⁻¹ : ℝ) : ℂ) * ((s i * s i : ℝ) : ℂ) * (((s i)⁻¹ : ℝ) : ℂ) = 1
  have h1 : (s i)⁻¹ * (s i * s i) * (s i)⁻¹ = 1 := by
    have := hs i
    field_simp
  rw [Complex.star_def, Complex.conj_ofReal, ← Complex.ofReal_mul, ← Complex.ofReal_mul, h1,
    Complex.ofReal_one]

/-- If `Cᴴ S C = 1`, then `H` and `K` are compatible exactly when the transformed matrices
`Cᴴ H C` and `Cᴴ K C` commute. -/
theorem compatible_iff_transformed_commute {S C : Matrix n n ℂ} (hC : Cᴴ * S * C = 1)
    (H K : Matrix n n ℂ) :
    Compatible S H K ↔
      (Cᴴ * H * C) * (Cᴴ * K * C) = (Cᴴ * K * C) * (Cᴴ * H * C) := by
  -- completeness: `C Cᴴ` is the inverse overlap
  have hl : C * Cᴴ * S = 1 := by
    rw [Matrix.mul_assoc]
    exact mul_eq_one_comm.1 hC
  have hr : S * (C * Cᴴ) = 1 := mul_eq_one_comm.1 hl
  have e : ∀ X Y : Matrix n n ℂ,
      (Cᴴ * X * C) * (Cᴴ * Y * C) = Cᴴ * (X * S⁻¹ * Y) * C := by
    intro X Y
    rw [Matrix.inv_eq_left_inv hl]
    simp only [Matrix.mul_assoc]
  have back : ∀ X : Matrix n n ℂ, S * C * (Cᴴ * X * C) * (Cᴴ * S) = X := by
    intro X
    calc S * C * (Cᴴ * X * C) * (Cᴴ * S) = (S * (C * Cᴴ)) * X * (C * Cᴴ * S) := by
          simp only [Matrix.mul_assoc]
      _ = X := by rw [hl, hr, Matrix.one_mul, Matrix.mul_one]
  rw [e, e]
  constructor
  · intro h
    exact congrArg (fun X => Cᴴ * X * C) h
  · intro h
    have h' := congrArg (fun X => S * C * X * (Cᴴ * S)) h
    simp only [back] at h'
    exact h'

/-- For a positive definite overlap matrix `S`, a family of Hermitian matrices is diagonalised
by one square `C` with `Cᴴ S C = 1` exactly when its members are pairwise compatible. -/
theorem family_diagonalisable_iff {S : Matrix n n ℂ} (hS : S.PosDef)
    (H : ι → Matrix n n ℂ) (hH : ∀ a, (H a).IsHermitian) :
    (∃ C : Matrix n n ℂ, Cᴴ * S * C = 1 ∧ ∀ a, (Cᴴ * H a * C).IsDiag) ↔
      ∀ a b, Compatible S (H a) (H b) := by
  constructor
  · rintro ⟨C, hC, hd⟩ a b
    -- diagonal matrices commute
    rw [compatible_iff_transformed_commute hC, ← (hd a).diagonal_diag,
      ← (hd b).diagonal_diag, Matrix.diagonal_mul_diagonal, Matrix.diagonal_mul_diagonal]
    congr 1
    funext i
    exact mul_comm _ _
  · intro h
    obtain ⟨C, hC⟩ := exists_orthonormalisation hS
    obtain ⟨U, hU, hd⟩ := exists_common_unitary (fun a => Cᴴ * H a * C)
      (fun a => by
        rw [Matrix.IsHermitian, Matrix.conjTranspose_mul, Matrix.conjTranspose_mul,
          Matrix.conjTranspose_conjTranspose, (hH a).eq, Matrix.mul_assoc])
      (fun a b => (compatible_iff_transformed_commute hC _ _).1 (h a b))
    -- orthonormalise first, then rotate
    have e : ∀ X : Matrix n n ℂ, (C * U)ᴴ * X * (C * U) = Uᴴ * (Cᴴ * X * C) * U := by
      intro X
      rw [Matrix.conjTranspose_mul]
      simp only [Matrix.mul_assoc]
    refine ⟨C * U, ?_, fun a => ?_⟩
    · rw [e, hC, Matrix.mul_one, hU]
    · rw [e]
      exact hd a

/-- For Hermitian `H`, `K` and positive definite `S`, one square `C` with `Cᴴ S C = 1` makes
both `Cᴴ H C` and `Cᴴ K C` diagonal exactly when `H S⁻¹ K = K S⁻¹ H`. -/
theorem pair_diagonalisable_iff {S H K : Matrix n n ℂ} (hS : S.PosDef)
    (hH : H.IsHermitian) (hK : K.IsHermitian) :
    (∃ C : Matrix n n ℂ, Cᴴ * S * C = 1 ∧ (Cᴴ * H * C).IsDiag ∧ (Cᴴ * K * C).IsDiag) ↔
      H * S⁻¹ * K = K * S⁻¹ * H := by
  have key := family_diagonalisable_iff hS (fun b : Bool => cond b H K)
    (fun b => by cases b; exacts [hK, hH])
  constructor
  · rintro ⟨C, h1, h2, h3⟩
    exact key.1 ⟨C, h1, fun b => by cases b; exacts [h3, h2]⟩ true false
  · intro h
    obtain ⟨C, h1, h2⟩ := key.2 (fun a b => by
      cases a <;> cases b
      exacts [rfl, Eq.symm h, h, rfl])
    exact ⟨C, h1, h2 true, h2 false⟩

/-- Two orbitals with overlap matrix `[[2,1],[1,2]]`: the matrices `diag(1,0)` and `diag(0,1)`
commute, yet no `C` with `Cᴴ S C = 1` diagonalises both. -/
theorem commuting_matrices_not_sufficient :
    (!![2, 1; 1, 2] : Matrix (Fin 2) (Fin 2) ℂ).PosDef ∧
    (!![1, 0; 0, 0] * !![0, 0; 0, 1] : Matrix (Fin 2) (Fin 2) ℂ) =
      !![0, 0; 0, 1] * !![1, 0; 0, 0] ∧
    ¬ ∃ C : Matrix (Fin 2) (Fin 2) ℂ, Cᴴ * !![2, 1; 1, 2] * C = 1 ∧
      (Cᴴ * !![1, 0; 0, 0] * C).IsDiag ∧ (Cᴴ * !![0, 0; 0, 1] * C).IsDiag := by
  have hS : (!![2, 1; 1, 2] : Matrix (Fin 2) (Fin 2) ℂ).PosDef := by
    -- the overlap is the identity plus a Gram matrix
    have h : (!![2, 1; 1, 2] : Matrix (Fin 2) (Fin 2) ℂ) =
        1 + (!![1, 1; 0, 0] : Matrix (Fin 2) (Fin 2) ℂ)ᴴ * !![1, 1; 0, 0] := by
      ext i j
      fin_cases i <;> fin_cases j <;>
        norm_num [Matrix.mul_apply, Fin.sum_univ_succ, Matrix.conjTranspose_apply]
    rw [h]
    exact Matrix.PosDef.one.add_posSemidef (Matrix.posSemidef_conjTranspose_mul_self _)
  have hinv : (!![2, 1; 1, 2] : Matrix (Fin 2) (Fin 2) ℂ)⁻¹ =
      !![2 / 3, -1 / 3; -1 / 3, 2 / 3] := by
    apply Matrix.inv_eq_right_inv
    ext i j
    fin_cases i <;> fin_cases j <;> norm_num [Matrix.mul_apply, Fin.sum_univ_succ]
  refine ⟨hS, ?_, ?_⟩
  · ext i j
    fin_cases i <;> fin_cases j <;> simp [Matrix.mul_apply, Fin.sum_univ_succ]
  · rw [pair_diagonalisable_iff hS
      (by ext i j; fin_cases i <;> fin_cases j <;> simp [Matrix.conjTranspose_apply])
      (by ext i j; fin_cases i <;> fin_cases j <;> simp [Matrix.conjTranspose_apply]), hinv]
    intro h
    have h01 := congrFun (congrFun h 0) 1
    norm_num [Matrix.mul_apply, Fin.sum_univ_succ] at h01

end CompatibleObservables
```

```lean
#print axioms CompatibleObservables.compatible_iff_operators_commute
#print axioms CompatibleObservables.family_diagonalisable_iff
#print axioms CompatibleObservables.commuting_matrices_not_sufficient
```

```
'CompatibleObservables.compatible_iff_operators_commute' depends on axioms: [propext, Classical.choice, Quot.sound]
'CompatibleObservables.family_diagonalisable_iff' depends on axioms: [propext, Classical.choice, Quot.sound]
'CompatibleObservables.commuting_matrices_not_sufficient' depends on axioms: [propext, Classical.choice, Quot.sound]
```

## What the theorem settles for a finite basis

In `pair_diagonalisable_iff`, the type `n` is the finite set of basis labels, not their number, and `Matrix n n ℂ` is a square complex matrix over it. The hypothesis `hS : S.PosDef` says that the overlap is Hermitian and positive definite, which for an actual basis means linear independence. `hH` and `hK` say that the observables are Hermitian. `IsDiag` means that all off-diagonal entries vanish. A single `C` must serve both matrices, since the existential quantifier stands in front of all three conditions.

`family_diagonalisable_iff` makes the same statement for matrices `H a` labelled by an arbitrary type `ι`, possibly infinite. `Compatible S H K` abbreviates the criterion, and `compatible_iff_operators_commute` shows that for invertible `S` it means that `S⁻¹ * H` and `S⁻¹ * K` commute. These are the matrices of the two operators projected onto the span of the basis.

The passage from full operators to these matrices is left to the user. Even if Ĥ and K̂ commute, their projections onto a truncated basis may not. They do if the span is invariant under one of the two operators, as it is under axial rotations when the atoms lie on the axis and carry complete angular momentum shells.

The theorem concerns exact equality and gives no estimate for matrices that are only nearly compatible. It also doesn't say that C can be chosen real when S, H and K are real. If a code discards small eigenvalues of S, its C is rectangular and C Cᴴ is no longer S⁻¹; the criterion then has to be applied to the overlap and observables in the reduced basis.

### The lemmas behind the equivalence

- `exists_common_eigenbasis` uses Mathlib's decomposition of the space into orthogonal joint eigenspaces, collects an orthonormal basis from each, and relabels the vectors by `n`. This replaces the repeated splitting in the derivation.
- `exists_common_unitary` makes these vectors the columns of `U`, proves `A a * U = U * diagonal ...`, and multiplies by `Uᴴ`.
- `exists_orthonormalisation` applies that result to `S` alone and rescales the columns by the inverse square roots, giving C₀.
- `compatible_iff_transformed_commute` is the first step of the derivation. Squareness enters through `mul_eq_one_comm`; the local fact `e` is the product formula, and `back` undoes the transformation.
- `family_diagonalisable_iff` combines the two directions. Its final matrix is `C * U`, where `C` is the C₀ above and `U` is the rotation V.
- `pair_diagonalisable_iff` treats H and K as a family indexed by `Bool`.
- `commuting_matrices_not_sufficient` proves the two-orbital example. It writes S as the identity plus a Gram matrix to obtain positivity, supplies S⁻¹ explicitly, and compares entry (0,1).
